# Norm growth of the explicit Euler step for the Schrödinger equation

A formal statement about the step $\psi \mapsto \psi - i\tau H\psi$ has to fix what $H$ is and where it acts. Here $V$ is any complex inner product space, with no assumption of finite dimension or completeness, and $H$ is a linear map defined on all of $V$ that is symmetric for the inner product of $V$: $\langle H\phi,\chi\rangle = \langle\phi,H\chi\rangle$ for all $\phi,\chi$. A Hermitian matrix acting on coefficient vectors is the typical case. An unbounded operator enters only after restriction to a subspace that it maps into itself, so that the step can be repeated. $H$ is independent of time, the step $\tau$ is a fixed real number of either sign, and $\hbar = 1$.

## The identity and the bounds

For $\dot\psi = -iH\psi$ put $U = 1 - i\tau H$, $\psi_0 = \psi$ and $\psi_{k+1} = U\psi_k$. One step gives

$$\|U\psi\|^2 = \|\psi\|^2 + \tau^2\|H\psi\|^2 .$$

A step therefore conserves the norm if and only if $\tau = 0$ or $H\psi = 0$, and $\|\psi_k\|$ never decreases. After $k$ steps,

$$\|\psi\|^2 + k\tau^2\|H\psi\|^2 \;\le\; \|\psi_k\|^2 \;\le\; e^{k\tau^2C^2}\|\psi\|^2 ,$$

where the upper bound assumes $\|H\phi\| \le C\|\phi\|$ for all $\phi$ and the lower bound does not. If $H\psi = E\psi$, then $\|\psi_k\|^2 = (1+\tau^2|E|^2)^k\|\psi\|^2$ exactly. Finally, $\|\psi_k\| \to \infty$ if and only if $\tau \ne 0$ and $H\psi \ne 0$, which includes every eigenvector $\psi \neq 0$ with $\tau E \ne 0$.

## What it means for a propagation code

In real-time wavefunction propagation with a fixed Hermitian Hamiltonian and a fixed step, the divergence criterion says that explicit Euler has no stability threshold: no nonzero $\tau$, however small, keeps the norm bounded as the number of steps grows, unless $H\psi = 0$. The upper bound limits the growth over a finite run. With total time $T = k\tau$ one has $k\tau^2 = T^2/k$, so the squared norm grows by at most the factor $e^{T^2C^2/k}$, and a tolerance on the norm translates into a number of steps once $C$ is known. The one-step identity also gives a partial check on a routine that applies $H$, since both sides are computed from one vector $H\psi$ and three norms. For $\tau \ne 0$ it checks only that $\langle\psi,H\psi\rangle$ is real, so a routine that applies a wrong but symmetric operator passes it. The norms must be those of the inner product for which the operator is symmetric.

## Derivation

The expectation value of $H$ is real, because $\overline{\langle\psi,H\psi\rangle} = \langle H\psi,\psi\rangle = \langle\psi,H\psi\rangle$. Expand the square with $\|a-b\|^2 = \|a\|^2 - 2\,\mathrm{Re}\langle a,b\rangle + \|b\|^2$:

$$\|\psi - i\tau H\psi\|^2 = \|\psi\|^2 - 2\,\mathrm{Re}\big(i\tau\langle\psi,H\psi\rangle\big) + |i\tau|^2\|H\psi\|^2 .$$

With $\tau$ and $\langle\psi,H\psi\rangle$ real the middle term is the real part of an imaginary number and vanishes, and $|i\tau|^2 = \tau^2$. This is the identity. The added term is nonnegative, so $\|\psi_k\| \le \|\psi_{k+1}\|$. Equality of the norms forces $\tau^2\|H\psi\|^2 = 0$, that is $\tau = 0$ or $H\psi = 0$, and in either case $U\psi = \psi$.

For an eigenvector, suppose $H\psi_j = E\psi_j$. Then $H\psi_{j+1} = H\psi_j - i\tau H(H\psi_j) = E\psi_j - i\tau E^2\psi_j = E\psi_{j+1}$, so every iterate satisfies the same eigenvalue equation. The identity becomes $\|\psi_{k+1}\|^2 = (1+\tau^2|E|^2)\|\psi_k\|^2$, and induction gives the power law.

For a general state, linearity gives $HU\phi = H\phi - i\tau H(H\phi) = UH\phi$, hence by induction $H\psi_k = (H\psi)_k$, the $k$-th iterate started from $H\psi$. That sequence has nondecreasing norm as well, so $\|H\psi_k\| \ge \|H\psi\|$ and

$$\|\psi_{k+1}\|^2 = \|\psi_k\|^2 + \tau^2\|H\psi_k\|^2 \ge \|\psi_k\|^2 + \tau^2\|H\psi\|^2 .$$

Adding up $k$ steps gives the lower bound. If $\tau \ne 0$ and $H\psi \ne 0$ its slope $\tau^2\|H\psi\|^2$ is positive, so $\|\psi_k\|^2$ and its square root diverge. Otherwise $U\psi = \psi$, all iterates equal $\psi$, and a constant does not diverge. For an eigenvector, $\tau E \ne 0$ means $\tau \ne 0$ and $E \ne 0$, and $\psi \ne 0$ then gives $H\psi = E\psi \ne 0$.

For the upper bound, $\|H\psi_k\| \le C\|\psi_k\|$ gives $\|\psi_{k+1}\|^2 \le (1+\tau^2C^2)\|\psi_k\|^2 \le e^{\tau^2C^2}\|\psi_k\|^2$ by $1 + x \le e^x$, and the $k$ factors multiply to $e^{k\tau^2C^2}$.

## The Lean file

```lean
import Mathlib

open Filter

namespace ExplicitEulerSchrodinger

noncomputable section

variable {V : Type*} [NormedAddCommGroup V] [InnerProductSpace ℂ V]

/-- The explicit Euler step `1 - i τ H` for the Schrödinger equation `ψ' = -i H ψ`
with time step `τ`. -/
def eulerStep (H : V →ₗ[ℂ] V) (τ : ℝ) : V →ₗ[ℂ] V :=
  1 - (Complex.I * (τ : ℂ)) • H

/-- The state after `k` explicit Euler steps of size `τ`, starting from `ψ`. -/
def eulerState (H : V →ₗ[ℂ] V) (τ : ℝ) (ψ : V) : ℕ → V
  | 0 => ψ
  | k + 1 => eulerStep H τ (eulerState H τ ψ k)

/-- One Euler step sends `ψ` to `ψ - i τ H ψ`. -/
theorem eulerStep_apply (H : V →ₗ[ℂ] V) (τ : ℝ) (ψ : V) :
    eulerStep H τ ψ = ψ - (Complex.I * (τ : ℂ)) • H ψ := by
  simp [eulerStep]

/-- For Hermitian `H` and real `τ`, one Euler step increases the squared norm by
exactly `τ² ‖H ψ‖²`. -/
theorem norm_sq_eulerStep {H : V →ₗ[ℂ] V} (hH : H.IsSymmetric) (τ : ℝ) (ψ : V) :
    ‖eulerStep H τ ψ‖ ^ 2 = ‖ψ‖ ^ 2 + τ ^ 2 * ‖H ψ‖ ^ 2 := by
  -- the expectation value of a Hermitian operator is real
  have hreal : (inner ℂ ψ (H ψ)).im = 0 := by
    have h1 : (starRingEnd ℂ) (inner ℂ ψ (H ψ)) = inner ℂ ψ (H ψ) := by
      rw [inner_conj_symm]
      exact hH ψ ψ
    exact Complex.conj_eq_iff_im.mp h1
  -- so the cross term is purely imaginary
  have hcross : RCLike.re (inner ℂ ψ ((Complex.I * (τ : ℂ)) • H ψ)) = 0 := by
    rw [inner_smul_right]
    simp [hreal]
  have hnorm : ‖(Complex.I * (τ : ℂ)) • H ψ‖ ^ 2 = τ ^ 2 * ‖H ψ‖ ^ 2 := by
    rw [norm_smul, norm_mul, Complex.norm_I, one_mul, Complex.norm_real, Real.norm_eq_abs,
      mul_pow, sq_abs]
  have h := norm_sub_sq (𝕜 := ℂ) ψ ((Complex.I * (τ : ℂ)) • H ψ)
  rw [hcross, hnorm] at h
  rw [eulerStep_apply, h]
  ring

/-- For Hermitian `H`, an Euler step conserves the norm of `ψ` exactly when `τ = 0`
or `H ψ = 0`. -/
theorem norm_eulerStep_eq_iff {H : V →ₗ[ℂ] V} (hH : H.IsSymmetric) (τ : ℝ) (ψ : V) :
    ‖eulerStep H τ ψ‖ = ‖ψ‖ ↔ τ = 0 ∨ H ψ = 0 := by
  constructor
  · intro he
    have h := norm_sq_eulerStep hH τ ψ
    rw [he] at h
    have h0 : τ ^ 2 * ‖H ψ‖ ^ 2 = 0 := by linarith
    rcases mul_eq_zero.mp h0 with h1 | h1
    · exact Or.inl ((pow_eq_zero_iff two_ne_zero).mp h1)
    · exact Or.inr (norm_eq_zero.mp ((pow_eq_zero_iff two_ne_zero).mp h1))
  · rintro (h0 | h0)
    · simp [eulerStep_apply, h0]
    · simp [eulerStep_apply, h0]

/-- The Hamiltonian commutes with the Euler iteration: applying `H` after `k` steps is the
same as propagating `H ψ` for `k` steps. -/
theorem hamiltonian_eulerState (H : V →ₗ[ℂ] V) (τ : ℝ) (ψ : V) (k : ℕ) :
    H (eulerState H τ ψ k) = eulerState H τ (H ψ) k := by
  induction k with
  | zero => rfl
  | succ k ih =>
    change H (eulerStep H τ (eulerState H τ ψ k)) = eulerStep H τ (eulerState H τ (H ψ) k)
    rw [← ih, eulerStep_apply, eulerStep_apply, map_sub, map_smul]

/-- For Hermitian `H`, the norm of the Euler iterate is a nondecreasing function of the
number of steps. -/
theorem norm_eulerState_monotone {H : V →ₗ[ℂ] V} (hH : H.IsSymmetric) (τ : ℝ) (ψ : V) :
    Monotone (fun k : ℕ => ‖eulerState H τ ψ k‖) := by
  refine monotone_nat_of_le_succ (fun k => ?_)
  change ‖eulerState H τ ψ k‖ ≤ ‖eulerStep H τ (eulerState H τ ψ k)‖
  refine (pow_le_pow_iff_left₀ (norm_nonneg _) (norm_nonneg _) two_ne_zero).mp ?_
  rw [norm_sq_eulerStep hH]
  have h := mul_nonneg (sq_nonneg τ) (sq_nonneg ‖H (eulerState H τ ψ k)‖)
  linarith

/-- For Hermitian `H` and `H ψ = E ψ`, the squared norm after `k` Euler steps is
`(1 + τ² |E|²)^k ‖ψ‖²`. -/
theorem norm_sq_eulerState_eigen {H : V →ₗ[ℂ] V} (hH : H.IsSymmetric) (τ : ℝ) {ψ : V}
    {E : ℂ} (hψ : H ψ = E • ψ) (k : ℕ) :
    ‖eulerState H τ ψ k‖ ^ 2 = (1 + τ ^ 2 * ‖E‖ ^ 2) ^ k * ‖ψ‖ ^ 2 := by
  -- every iterate satisfies the same eigenvalue equation
  have heig : ∀ j : ℕ, H (eulerState H τ ψ j) = E • eulerState H τ ψ j := by
    intro j
    induction j with
    | zero => exact hψ
    | succ j ih =>
      change H (eulerStep H τ (eulerState H τ ψ j)) = E • eulerStep H τ (eulerState H τ ψ j)
      rw [eulerStep_apply, map_sub, map_smul, ih, map_smul, ih]
      module
  induction k with
  | zero => simp [eulerState]
  | succ k ih =>
    change ‖eulerStep H τ (eulerState H τ ψ k)‖ ^ 2 = _
    rw [norm_sq_eulerStep hH, heig k, norm_smul, mul_pow, ih, pow_succ _ k]
    ring

/-- For Hermitian `H` and any initial state, the squared norm after `k` Euler steps is at
least `‖ψ‖² + k τ² ‖H ψ‖²`. -/
theorem norm_sq_eulerState_ge {H : V →ₗ[ℂ] V} (hH : H.IsSymmetric) (τ : ℝ) (ψ : V) (k : ℕ) :
    ‖ψ‖ ^ 2 + (k : ℝ) * τ ^ 2 * ‖H ψ‖ ^ 2 ≤ ‖eulerState H τ ψ k‖ ^ 2 := by
  induction k with
  | zero => simp [eulerState]
  | succ k ih =>
    change _ ≤ ‖eulerStep H τ (eulerState H τ ψ k)‖ ^ 2
    rw [norm_sq_eulerStep hH, hamiltonian_eulerState H τ ψ k]
    -- `H ψ` is itself propagated by Euler steps, so its norm does not decrease
    have hm : ‖H ψ‖ ≤ ‖eulerState H τ (H ψ) k‖ :=
      norm_eulerState_monotone hH τ (H ψ) (Nat.zero_le k)
    have hsq := pow_le_pow_left₀ (norm_nonneg _) hm 2
    have hmul := mul_le_mul_of_nonneg_left hsq (sq_nonneg τ)
    push_cast
    linarith

/-- For Hermitian `H`, the norm of the Euler iterates tends to infinity with the number of
steps if and only if `τ ≠ 0` and `H ψ ≠ 0`. -/
theorem norm_eulerState_tendsto_iff {H : V →ₗ[ℂ] V} (hH : H.IsSymmetric) (τ : ℝ) (ψ : V) :
    Tendsto (fun k : ℕ => ‖eulerState H τ ψ k‖) atTop atTop ↔ τ ≠ 0 ∧ H ψ ≠ 0 := by
  constructor
  · intro h
    by_contra hn
    have hfix : τ = 0 ∨ H ψ = 0 := by
      by_contra hc
      exact hn (not_or.mp hc)
    -- in the excluded cases the state is a fixed point of the iteration
    have hconst : ∀ k : ℕ, eulerState H τ ψ k = ψ := by
      intro k
      induction k with
      | zero => rfl
      | succ k ih =>
        change eulerStep H τ (eulerState H τ ψ k) = ψ
        rw [ih]
        rcases hfix with h0 | h0
        · simp [eulerStep_apply, h0]
        · simp [eulerStep_apply, h0]
    obtain ⟨k, hk⟩ := (h.eventually_gt_atTop ‖ψ‖).exists
    have hk' : ‖ψ‖ < ‖eulerState H τ ψ k‖ := hk
    rw [hconst k] at hk'
    exact lt_irrefl _ hk'
  · rintro ⟨hτ, hψ⟩
    have hc : 0 < τ ^ 2 * ‖H ψ‖ ^ 2 :=
      mul_pos (lt_of_le_of_ne (sq_nonneg τ) (pow_ne_zero 2 hτ).symm)
        (pow_pos (norm_pos_iff.mpr hψ) 2)
    -- the squared norm dominates a linear function of `k` with positive slope
    have hbound : ∀ k : ℕ, (k : ℝ) * (τ ^ 2 * ‖H ψ‖ ^ 2) ≤ ‖eulerState H τ ψ k‖ ^ 2 := by
      intro k
      have h1 := norm_sq_eulerState_ge hH τ ψ k
      have h2 := sq_nonneg ‖ψ‖
      linarith
    have hlin : Tendsto (fun k : ℕ => (k : ℝ) * (τ ^ 2 * ‖H ψ‖ ^ 2)) atTop atTop :=
      Tendsto.atTop_mul_const hc tendsto_natCast_atTop_atTop
    have hsq : Tendsto (fun k : ℕ => ‖eulerState H τ ψ k‖ ^ 2) atTop atTop :=
      tendsto_atTop_mono hbound hlin
    refine (Real.tendsto_sqrt_atTop.comp hsq).congr (fun k => ?_)
    change Real.sqrt (‖eulerState H τ ψ k‖ ^ 2) = ‖eulerState H τ ψ k‖
    exact Real.sqrt_sq (norm_nonneg _)

/-- For an eigenvector `ψ ≠ 0` of a Hermitian `H` with eigenvalue `E` and `τ E ≠ 0`, the norm
after `k` Euler steps tends to infinity with `k`. -/
theorem norm_eulerState_eigen_tendsto {H : V →ₗ[ℂ] V} (hH : H.IsSymmetric) {τ : ℝ} {ψ : V}
    {E : ℂ} (hψ : H ψ = E • ψ) (hne : ψ ≠ 0) (hτE : (τ : ℂ) * E ≠ 0) :
    Tendsto (fun k : ℕ => ‖eulerState H τ ψ k‖) atTop atTop := by
  obtain ⟨hτ, hE⟩ := mul_ne_zero_iff.mp hτE
  refine (norm_eulerState_tendsto_iff hH τ ψ).mpr ⟨?_, ?_⟩
  · intro h0
    apply hτ
    simp [h0]
  · rw [hψ]
    exact smul_ne_zero hE hne

/-- For Hermitian `H` with `‖H φ‖ ≤ C ‖φ‖` for all states `φ`, the squared norm after `k`
Euler steps is at most `exp (k τ² C²) ‖ψ‖²`. -/
theorem norm_sq_eulerState_le {H : V →ₗ[ℂ] V} (hH : H.IsSymmetric) {C : ℝ}
    (hC : ∀ φ, ‖H φ‖ ≤ C * ‖φ‖) (τ : ℝ) (ψ : V) (k : ℕ) :
    ‖eulerState H τ ψ k‖ ^ 2 ≤ Real.exp ((k : ℝ) * τ ^ 2 * C ^ 2) * ‖ψ‖ ^ 2 := by
  induction k with
  | zero => simp [eulerState]
  | succ k ih =>
    change ‖eulerStep H τ (eulerState H τ ψ k)‖ ^ 2 ≤ _
    rw [norm_sq_eulerStep hH]
    have h1 := pow_le_pow_left₀ (norm_nonneg _) (hC (eulerState H τ ψ k)) 2
    have h2 := mul_le_mul_of_nonneg_left h1 (sq_nonneg τ)
    have harg : ((k + 1 : ℕ) : ℝ) * τ ^ 2 * C ^ 2
        = τ ^ 2 * C ^ 2 + (k : ℝ) * τ ^ 2 * C ^ 2 := by
      push_cast
      ring
    -- each step multiplies the squared norm by at most `1 + τ² C² ≤ exp (τ² C²)`
    calc ‖eulerState H τ ψ k‖ ^ 2 + τ ^ 2 * ‖H (eulerState H τ ψ k)‖ ^ 2
        ≤ ‖eulerState H τ ψ k‖ ^ 2 + τ ^ 2 * (C * ‖eulerState H τ ψ k‖) ^ 2 := by linarith
      _ = (τ ^ 2 * C ^ 2 + 1) * ‖eulerState H τ ψ k‖ ^ 2 := by ring
      _ ≤ Real.exp (τ ^ 2 * C ^ 2) * (Real.exp ((k : ℝ) * τ ^ 2 * C ^ 2) * ‖ψ‖ ^ 2) :=
          mul_le_mul (Real.add_one_le_exp _) ih (sq_nonneg _) (Real.exp_pos _).le
      _ = Real.exp (((k + 1 : ℕ) : ℝ) * τ ^ 2 * C ^ 2) * ‖ψ‖ ^ 2 := by
          rw [harg, Real.exp_add]
          ring

/-- The Pauli `X` operator on a two-level system, which exchanges the two amplitudes. -/
def pauliX : EuclideanSpace ℂ (Fin 2) →ₗ[ℂ] EuclideanSpace ℂ (Fin 2) where
  toFun ψ := !₂[ψ 1, ψ 0]
  map_add' := by
    intro x y
    ext i
    fin_cases i <;> simp
  map_smul' := by
    intro c x
    ext i
    fin_cases i <;> simp

/-- The Pauli `X` operator is Hermitian and `(1, -1)` is a nonzero eigenvector of it with
eigenvalue `-1`. -/
theorem pauliX_witness :
    pauliX.IsSymmetric ∧
      pauliX !₂[(1 : ℂ), -1] = (-1 : ℂ) • (!₂[(1 : ℂ), -1] : EuclideanSpace ℂ (Fin 2)) ∧
      (!₂[(1 : ℂ), -1] : EuclideanSpace ℂ (Fin 2)) ≠ 0 := by
  refine ⟨?_, ?_, ?_⟩
  · intro x y
    simp [pauliX, PiLp.inner_apply, Fin.sum_univ_two, add_comm]
  · ext i
    fin_cases i <;> simp [pauliX]
  · intro h
    have h0 := congrArg (fun v : EuclideanSpace ℂ (Fin 2) => v 0) h
    simp at h0

end

end ExplicitEulerSchrodinger
```

```lean
#print axioms ExplicitEulerSchrodinger.norm_eulerStep_eq_iff
#print axioms ExplicitEulerSchrodinger.norm_sq_eulerState_eigen
#print axioms ExplicitEulerSchrodinger.norm_eulerState_eigen_tendsto
#print axioms ExplicitEulerSchrodinger.norm_sq_eulerState_le
```

```
'ExplicitEulerSchrodinger.norm_eulerStep_eq_iff' depends on axioms: [propext, Classical.choice, Quot.sound]
'ExplicitEulerSchrodinger.norm_sq_eulerState_eigen' depends on axioms: [propext, Classical.choice, Quot.sound]
'ExplicitEulerSchrodinger.norm_eulerState_eigen_tendsto' depends on axioms: [propext, Classical.choice, Quot.sound]
'ExplicitEulerSchrodinger.norm_sq_eulerState_le' depends on axioms: [propext, Classical.choice, Quot.sound]
```

## What the proof guarantees

The Hamiltonian is `H : V →ₗ[ℂ] V`, a complex-linear map with no continuity attached, and `hH : H.IsSymmetric` is the symmetry condition above. Mathlib's `inner ℂ` is conjugate-linear in its first argument, as in the Dirac bracket. `eulerStep H τ` is $U$, `eulerState H τ ψ k` is $\psi_k$, and `eulerStep_apply` writes $U\psi$ as $\psi - i\tau H\psi$. The state is not assumed normalised. `Tendsto … atTop atTop` says that for every bound the norm exceeds it from some $k$ on. The eigenvalue `E` is complex and `‖E‖` is its modulus; its reality is neither assumed nor stated as a theorem, and hermiticity enters through the one-step identity.

`norm_sq_eulerStep` follows the hand calculation. In `hreal`, `inner_conj_symm` turns the conjugate into $\langle H\psi,\psi\rangle$ and `hH ψ ψ` moves $H$ across. `hcross` is the vanishing cross term, `hnorm` is $\|i\tau H\psi\|^2 = \tau^2\|H\psi\|^2$, and `norm_sub_sq` is the expansion. `norm_eulerStep_eq_iff` extracts `h0`, the equation $\tau^2\|H\psi\|^2 = 0$, and splits the product with `mul_eq_zero`. `hamiltonian_eulerState` is $H\psi_k = (H\psi)_k$ by induction and has no hermiticity hypothesis. `norm_eulerState_monotone` reduces to consecutive steps with `monotone_nat_of_le_succ` and compares squares.

`norm_sq_eulerState_eigen` proves in `heig` that the eigenvalue equation persists, then runs the induction on the norm; it allows $\psi = 0$, where both sides vanish. `norm_sq_eulerState_ge` uses `hm`, monotonicity applied to the initial state $H\psi$, and squares and scales it in `hsq` and `hmul`. In `norm_eulerState_tendsto_iff` the forward direction argues by contradiction: `hconst` shows that all iterates equal $\psi$, while divergence supplies a $k$ with $\|\psi\| < \|\psi_k\|$. This constancy is an internal step and not part of the theorem's statement. The reverse direction compares with a line, whose slope is positive by `hc`, through `tendsto_atTop_mono` and composes with `Real.tendsto_sqrt_atTop`. `norm_eulerState_eigen_tendsto` splits `hτE` and applies the criterion. `norm_sq_eulerState_le` takes the bound `hC` as an assumption, and its `calc` chain is the displayed estimate with `Real.add_one_le_exp`.

`pauliX_witness` states that $\sigma_x$ on $\mathbb{C}^2$ is symmetric and that $(1,-1)$ is a nonzero eigenvector with eigenvalue $-1$. These are `hH`, `hψ` and `hne` for a concrete system, and `hτE` then holds for any $\tau \ne 0$. Inserting the values in the power law by hand gives $\|\psi_k\|^2 = 2(1+\tau^2)^k$.

## What it does not guarantee

Each hypothesis is needed. On $V = \mathbb{C}$ take the absorbing $H = -i\gamma$ with $\gamma > 0$: then $U = 1 - \tau\gamma$, and the norm decays for $0 < \tau\gamma < 2$, against the identity, the lower bound and the divergence criterion. For $\tau\gamma = -1$ the same $H$ has $C = |\gamma|$ and $U = 2$, so one step multiplies the squared norm by $4 > e = e^{\tau^2C^2}$, against the upper bound. For Hermitian $H$ and an imaginary step $\tau = -i\beta$ one gets $U = 1 - \beta H$, which shrinks an eigenvector with $0 < \beta E < 2$. For $\psi = 0$ or $\tau E = 0$ the norm does not grow. If $C$ is not a bound for $H$ the upper estimate can fail: for $\sigma_x$, the vector $(1,-1)$ and $C = 0$ it would read $2(1+\tau^2)^k \le 2$, which is false for $\tau \ne 0$ and $k \ge 1$.

All statements concern the norm in exact arithmetic. There is no comparison with the exact propagator $e^{-iHt}$, so nothing on phase error, order of accuracy or convergence as $\tau \to 0$, and nothing on rounding. Other integrators are not covered, and the results for $k$ steps do not cover time-dependent or state-dependent Hamiltonians, such as mean-field operators rebuilt from the density at each step, variable steps or renormalisation between steps. The one-step identity still holds for each single Euler step, with the Hermitian operator and the step size used in it. For a general state the proved lower bound is linear in $k$; exponential growth is proved only for eigenvectors.

The following points are hand arguments that the file does not check. Without hermiticity the expansion leaves $\|U\psi\|^2 - \|\psi\|^2 - \tau^2\|H\psi\|^2 = 2\tau\,\mathrm{Im}\langle\psi,H\psi\rangle$, which is the quantity the test above measures. In a non-orthogonal basis with overlap matrix $S$ and Hermitian matrix $H$, the operator $S^{-1}H$ is symmetric for $\langle x,Sy\rangle$, so the results apply in that norm. A real shift $H - E_0$ is again symmetric, so the growth per step becomes $\tau^2\|(H-E_0)\psi\|^2$ and depends on the zero of energy. Renormalising after each step removes the overall growth but not the relative one: in a superposition of two eigenvectors the ratio of the weights changes by $\big((1+\tau^2E_1^2)/(1+\tau^2E_2^2)\big)^k$, in favour of the larger $|E|$, whereas the exact evolution keeps it fixed.
